# The exact Hartree-exchange-correlation kernel of the symmetric singlet Hubbard dimer is affine in ω²

Two electrons in their singlet ground state share two equivalent sites, and a weak oscillating field pushes charge from one site to the other. Time-dependent density functional theory reproduces the response with noninteracting electrons, provided that a kernel corrects for the interaction. Adiabatic approximations take this kernel to be independent of frequency. In this two-site model with hopping t > 0, the exact kernel can be computed off resonance, and it depends on frequency whenever the on-site interaction U is nonzero.

```lean
import Mathlib

open Matrix

namespace HubbardDimerKernel

noncomputable section
```

## Hamiltonian, occupations and energies

The basis states, numbered 0, 1, 2 as in Lean, are both electrons on the first site, the covalent singlet, and both electrons on the second site. Hopping connects the covalent state to each ionic state with amplitude −s, where

s = √2 t.

```lean
/-- The number `√2 t`; its negative is the hopping matrix element between the covalent singlet and
each ionic singlet. -/
def hop (t : ℝ) : ℝ := √2 * t
```

The on-site interaction U, of either sign, raises or lowers the ionic states:

H = [[U, −s, 0], [−s, 0, −s], [0, −s, U]].

At U = 0 only the hopping operator T remains.

```lean
/-- The singlet Hamiltonian of the symmetric Hubbard dimer; `ham 0 t` is its hopping part. -/
def ham (U t : ℝ) : Matrix (Fin 3) (Fin 3) ℝ :=
  !![U, -hop t, 0; -hop t, 0, -hop t; 0, -hop t, U]
```

The density variable is the occupation difference D = n₁ − n₂, where n₁ and n₂ are the occupations of the first and second site. With the total fixed at two electrons, it determines both.

```lean
/-- The difference of the two site occupations. -/
def dens : Matrix (Fin 3) (Fin 3) ℝ := !![2, 0, 0; 0, 0, 0; 0, 0, -2]
```

Two quantities recur, and Ω will turn out to be an excitation energy:

R = √(U² + 16t²)
Ω = (U + R)/2.

```lean
/-- The root `R = √(U² + 16 t²)`. -/
def rad (U t : ℝ) : ℝ := √(U ^ 2 + 16 * t ^ 2)

/-- The energy `(U + R) / 2`. -/
def exc (U t : ℝ) : ℝ := (U + rad U t) / 2
```

A ground state is a unit eigenvector whose energy E does not exceed any eigenvalue. Real vectors suffice because H is real.

```lean
/-- `ψ` is a normalised eigenstate whose energy `E` is the lowest eigenvalue. -/
structure IsGround (U t E : ℝ) (ψ : Fin 3 → ℝ) : Prop where
  unit : ψ ⬝ᵥ ψ = 1
  eig : ham U t *ᵥ ψ = E • ψ
  low : ∀ (φ : Fin 3 → ℝ) (μ : ℝ), φ ≠ 0 → ham U t *ᵥ φ = μ • φ → E ≤ μ
```

## Response and kernel as definitions

Set ħ = 1 and perturb H by λD(e^(−iωt′) + e^(iωt′)), with t′ the time. Inserting e^(−iEt′)(ψ + λx e^(−iωt′) + λy e^(iωt′)) into the Schrödinger equation gives, to first order in λ,

Hx + Dψ = (E + ω)x
Hy + Dψ = (E − ω)y.

The e^(−iωt′) part of the change in ⟨D⟩ is λχ, with

χ = ⟨Dψ, x⟩ + ⟨Dψ, y⟩.

The field here multiplies D itself, so it is half the difference of the site potentials. The frequency is real and there is no broadening.

Defining χ through inverses of H − E ∓ ω would have been an alternative. At ω = 0 that matrix is singular, and Lean's inverse would return zero and hence a false static response. The linear equations still have solutions there, and the undetermined multiple of ψ does not affect χ.

```lean
/-- `χ` is the linear response of the occupation difference to a field coupled to it at
frequency `ω`; `x` and `y` are the first-order changes of the state `ψ`. -/
def IsResponse (U t E : ℝ) (ψ : Fin 3 → ℝ) (ω χ : ℝ) : Prop :=
  ∃ x y : Fin 3 → ℝ, ham U t *ᵥ x + dens *ᵥ ψ = (E + ω) • x ∧
    ham U t *ᵥ y + dens *ᵥ ψ = (E - ω) • y ∧
    χ = (dens *ᵥ ψ) ⬝ᵥ x + (dens *ᵥ ψ) ⬝ᵥ y
```

The kernel compares the interacting dimer with a Kohn–Sham reference, taken to be the U = 0 dimer with the same hopping and response χ_s:

f = 1/χ_s − 1/χ.

It contains the Hartree part as well as exchange and correlation.

```lean
/-- `f` is the difference of the inverse ground-state responses of the noninteracting and the
interacting dimer at frequency `ω`. -/
def IsKernel (U t ω f : ℝ) : Prop :=
  ∃ (E E' : ℝ) (ψ φ : Fin 3 → ℝ) (χ χs : ℝ), IsGround U t E ψ ∧ IsGround 0 t E' φ ∧
    IsResponse U t E ψ ω χ ∧ IsResponse 0 t E' φ ω χs ∧ f = 1 / χs - 1 / χ
```

## The ground state

The candidate ground state is

ψ = (s, Ω, s)/√(ΩR).

```lean
/-- The explicit vector `(s, Ω, s) / √(Ω R)`, with `s = √2 t` and `Ω = (U + R) / 2`. -/
def groundVec (U t : ℝ) : Fin 3 → ℝ :=
  ![hop t / √(exc U t * rad U t), exc U t / √(exc U t * rad U t),
    hop t / √(exc U t * rad U t)]
```

Its verification rests on a few identities:

s² = 2t²
R = 2Ω − U
Ω² = UΩ + 4t².

Moreover Ω > 0: otherwise 0 < R ≤ −U, which would give R² ≤ U² and contradict R² = U² + 16t². At U = 0, R = 4t.

```lean
private lemma hop_sq (t : ℝ) : hop t ^ 2 = 2 * t ^ 2 := by
  rw [hop, mul_pow, Real.sq_sqrt (by norm_num)]

private lemma hop_pos {t : ℝ} (ht : 0 < t) : 0 < hop t := by
  unfold hop; positivity

private lemma facts (U : ℝ) {t : ℝ} (ht : 0 < t) :
    0 < rad U t ∧ 0 < exc U t ∧ rad U t = 2 * exc U t - U ∧
      exc U t ^ 2 = U * exc U t + 4 * t ^ 2 := by
  have hR : 0 < rad U t := Real.sqrt_pos.2 (by positivity)
  have h2 : rad U t ^ 2 = U ^ 2 + 16 * t ^ 2 := Real.sq_sqrt (by positivity)
  have ht2 : 0 < t ^ 2 := by positivity
  refine ⟨hR, ?_, by unfold exc; ring, by unfold exc; linear_combination h2 / 4⟩
  by_contra h
  have h' : rad U t ≤ -U := by unfold exc at h; linarith
  nlinarith

private lemma rad_zero {t : ℝ} (ht : 0 < t) : rad 0 t = 4 * t := by
  rw [rad, show (0 : ℝ) ^ 2 + 16 * t ^ 2 = (4 * t) ^ 2 by ring, Real.sqrt_sq (by positivity)]
```

The matrix products are written out by component, for instance Dv = (2v₀, 0, −2v₂).

```lean
private lemma dot3 (v w : Fin 3 → ℝ) : v ⬝ᵥ w = v 0 * w 0 + v 1 * w 1 + v 2 * w 2 := by
  simp [dotProduct, Fin.sum_univ_three]

private lemma ham_mulVec (U t : ℝ) (v : Fin 3 → ℝ) : ham U t *ᵥ v =
    ![U * v 0 - hop t * v 1, -hop t * v 0 - hop t * v 2, U * v 2 - hop t * v 1] := by
  ext i
  simp only [Matrix.mulVec, dot3]
  fin_cases i <;> simp [ham] <;> ring

private lemma dens_mulVec (v : Fin 3 → ℝ) : dens *ᵥ v = ![2 * v 0, 0, -2 * v 2] := by
  ext i
  simp only [Matrix.mulVec, dot3]
  fin_cases i <;> simp [dens]
```

No eigenvalue μ lies below U − Ω = (U − R)/2. Suppose one did, with eigenvector v. Subtracting row 2 of the eigenvalue equation from row 0 gives

(U − μ)(v₀ − v₂) = 0,

so v₀ = v₂, because μ < U. Row 0 gives sv₁ = (U − μ)v₀, and substituting this into s times row 1 gives

(μ² − Uμ − 4t²)v₀ = (μ − (U − Ω))(μ − Ω)v₀ = 0.

Both factors in μ are negative, since U − Ω < Ω. Hence v₀ = 0, and then v = 0, a contradiction.

```lean
/-- Every energy level of the singlet dimer is at least `U - (U + R) / 2`. -/
theorem level_ge {U t μ : ℝ} (ht : 0 < t) {v : Fin 3 → ℝ} (hv : v ≠ 0)
    (h : ham U t *ᵥ v = μ • v) : U - exc U t ≤ μ := by
  obtain ⟨hR, hw, hRw, hw2⟩ := facts U ht
  have hs := hop_sq t
  rw [ham_mulVec] at h
  have h0 : U * v 0 - hop t * v 1 = μ * v 0 := congrFun h 0
  have h1 : -hop t * v 0 - hop t * v 2 = μ * v 1 := congrFun h 1
  have h2 : U * v 2 - hop t * v 1 = μ * v 2 := congrFun h 2
  by_contra hlt
  have hlt : μ < U - exc U t := lt_of_not_ge hlt
  -- below the ionic level `U` only symmetric states are possible
  have hsym : v 0 - v 2 = 0 := by
    have : (U - μ) * (v 0 - v 2) = 0 := by linear_combination h0 - h2
    exact (mul_eq_zero.1 this).resolve_left (by intro h; linarith)
  have hprod : v 0 * ((μ - (U - exc U t)) * (μ - exc U t)) = 0 := by
    linear_combination hop t * h1 - μ * h0 + 2 * v 0 * hs - hop t ^ 2 * hsym - v 0 * hw2
  have hpos : 0 < (μ - (U - exc U t)) * (μ - exc U t) :=
    mul_pos_of_neg_of_neg (by linarith) (by linarith)
  have hv0 : v 0 = 0 := (mul_eq_zero.1 hprod).resolve_right hpos.ne'
  have hv2 : v 2 = 0 := by linarith
  have hv1 : v 1 = 0 := by
    have : hop t * v 1 = 0 := by linear_combination (U - μ) * hv0 - h0
    exact (mul_eq_zero.1 this).resolve_left (hop_pos ht).ne'
  apply hv
  ext i
  fin_cases i
  exacts [hv0, hv1, hv2]
```

The candidate attains the bound. Its norm is one because 2s² + Ω² = 4t² + Ω² = ΩR. Rows 0 and 2 hold because Us − sΩ = (U − Ω)s, and row 1 because −2s² = (U − Ω)Ω.

```lean
/-- The explicit state `groundVec` is a ground state of the dimer, with energy
`U - (U + R) / 2`. -/
theorem ground_witness (U : ℝ) {t : ℝ} (ht : 0 < t) :
    IsGround U t (U - exc U t) (groundVec U t) := by
  obtain ⟨hR, hw, hRw, hw2⟩ := facts U ht
  have hs := hop_sq t
  have hN : √(exc U t * rad U t) ^ 2 = exc U t * rad U t := Real.sq_sqrt (by positivity)
  have hNpos : 0 < √(exc U t * rad U t) := Real.sqrt_pos.2 (by positivity)
  refine ⟨?_, ?_, fun φ μ hφ h => level_ge ht hφ h⟩
  · rw [dot3]
    simp only [groundVec, Matrix.cons_val]
    generalize √(exc U t * rad U t) = N at hN hNpos ⊢
    have e : hop t / N * (hop t / N) + exc U t / N * (exc U t / N) + hop t / N * (hop t / N)
        = (2 * hop t ^ 2 + exc U t ^ 2) / N ^ 2 := by ring
    rw [e, div_eq_one_iff_eq (by positivity)]
    linear_combination 2 * hs - hN - exc U t * hRw - hw2
  · rw [ham_mulVec]
    ext i
    fin_cases i <;> simp only [groundVec, Pi.smul_apply, smul_eq_mul, Matrix.cons_val,
      Fin.zero_eta, Fin.mk_one, Fin.reduceFinMk]
    · ring
    · linear_combination (1 / √(exc U t * rad U t)) * (hw2 - 2 * hs)
    · ring
```

Any ground state therefore has E = U − Ω. Rows 0 and 2 become sψ₁ = Ωψ₀ and sψ₁ = Ωψ₂, so ψ₂ = ψ₀. Normalisation then gives

ψ₀² ΩR = 2t².

```lean
private lemma shape {U t E : ℝ} (ht : 0 < t) {ψ : Fin 3 → ℝ} (g : IsGround U t E ψ) :
    E = U - exc U t ∧ ψ 2 = ψ 0 ∧ hop t * ψ 1 = exc U t * ψ 0 ∧
      ψ 0 ^ 2 * (exc U t * rad U t) = 2 * t ^ 2 := by
  obtain ⟨hR, hw, hRw, hw2⟩ := facts U ht
  have hs := hop_sq t
  have ne : ∀ {E' : ℝ} {φ : Fin 3 → ℝ}, IsGround U t E' φ → φ ≠ 0 := by
    intro E' φ k h0
    have := k.unit
    simp [h0] at this
  have k := ground_witness U ht
  have hE : E = U - exc U t :=
    le_antisymm (g.low _ _ (ne k) k.eig) (level_ge ht (ne g) g.eig)
  have h := g.eig
  rw [ham_mulVec] at h
  have h0 : U * ψ 0 - hop t * ψ 1 = E * ψ 0 := congrFun h 0
  have h2 : U * ψ 2 - hop t * ψ 1 = E * ψ 2 := congrFun h 2
  have hb : hop t * ψ 1 = exc U t * ψ 0 := by linear_combination -h0 - ψ 0 * hE
  have hc : ψ 2 = ψ 0 := by
    apply mul_left_cancel₀ hw.ne'
    linear_combination h2 - h0 + (ψ 2 - ψ 0) * hE
  have hu := g.unit
  rw [dot3, hc] at hu
  refine ⟨hE, hc, hb, ?_⟩
  linear_combination hop t ^ 2 * hu - (hop t * ψ 1 + exc U t * ψ 0) * hb
    + (1 - 2 * ψ 0 ^ 2) * hs + ψ 0 ^ 2 * exc U t * hRw + ψ 0 ^ 2 * hw2
```

It follows that ⟨D⟩ = 2ψ₀² − 2ψ₂² = 0 for every U. The interacting and reference ground states thus have the same site occupations, as a Kohn–Sham comparison requires.

```lean
/-- In a ground state of the dimer the two sites are equally occupied on average. -/
theorem ground_balanced {U t E : ℝ} (ht : 0 < t) {ψ : Fin 3 → ℝ} (g : IsGround U t E ψ) :
    ψ ⬝ᵥ dens *ᵥ ψ = 0 := by
  obtain ⟨-, hc, -, -⟩ := shape ht g
  rw [dens_mulVec, dot3]
  simp only [Matrix.cons_val]
  rw [hc]
  ring
```

## One excitation carries the whole response

The vector Dψ = 2ψ₀(1, 0, −1) is antisymmetric, so the hopping contributions cancel and H(Dψ) = U(Dψ). Since U = E + Ω, its excitation energy is Ω. Its weight is

2Ω‖Dψ‖² = 16Ωψ₀² = 32t²/R.

The hopping energy is ⟨T⟩ = −4sψ₀ψ₁ = −4Ωψ₀² = −8t²/R, so the weight equals −4⟨T⟩.

```lean
/-- The occupation difference applied to the ground state gives an eigenstate at excitation
energy `(U + R) / 2`; its weight `2 Ω ‖Dψ‖²` is `32 t² / R` and equals `-4` times the
hopping energy. -/
theorem excitation {U t E : ℝ} (ht : 0 < t) {ψ : Fin 3 → ℝ} (g : IsGround U t E ψ) :
    ham U t *ᵥ (dens *ᵥ ψ) = (E + exc U t) • (dens *ᵥ ψ) ∧
    2 * exc U t * ((dens *ᵥ ψ) ⬝ᵥ (dens *ᵥ ψ)) = 32 * t ^ 2 / rad U t ∧
    32 * t ^ 2 / rad U t = -4 * (ψ ⬝ᵥ ham 0 t *ᵥ ψ) := by
  obtain ⟨hR, -, -, -⟩ := facts U ht
  obtain ⟨hE, hc, hb, ha⟩ := shape ht g
  refine ⟨?_, ?_, ?_⟩
  · rw [dens_mulVec, ham_mulVec, hE]
    ext i
    fin_cases i <;> simp [hc]
  · rw [dens_mulVec, dot3, eq_div_iff hR.ne']
    simp only [Matrix.cons_val]
    rw [hc]
    linear_combination 16 * ha
  · rw [ham_mulVec, dot3, div_eq_iff hR.ne']
    simp only [Matrix.cons_val]
    rw [hc]
    linear_combination -16 * ha - 16 * ψ 0 * rad U t * hb
```

Subtracting row 2 from row 0 in each first-order equation projects it on this excitation:

(Ω − ω)(x₀ − x₂) = −4ψ₀
(Ω + ω)(y₀ − y₂) = −4ψ₀.

Since χ = 2ψ₀(x₀ − x₂) + 2ψ₀(y₀ − y₂), multiplying by ω² − Ω² yields

χ(ω² − Ω²) = 16Ωψ₀² = 32t²/R.

At ω² = Ω² this would read 0 = 32t²/R, so the first-order equations have no solution at resonance. Elsewhere x = −Dψ/(Ω − ω) and y = −Dψ/(Ω + ω) solve the equations. The numbers `α` and `β` in the proof are these two coefficients.

```lean
/-- The ground state has a linear response at `ω` exactly when `ω² ≠ Ω²`, and the response is
then `(32 t² / R) / (ω² - Ω²)`, with `Ω = (U + R) / 2`. -/
theorem response_iff {U t E ω χ : ℝ} (ht : 0 < t) {ψ : Fin 3 → ℝ} (g : IsGround U t E ψ) :
    IsResponse U t E ψ ω χ ↔
      ω ^ 2 ≠ exc U t ^ 2 ∧ χ = 32 * t ^ 2 / rad U t / (ω ^ 2 - exc U t ^ 2) := by
  obtain ⟨hR, -, -, -⟩ := facts U ht
  obtain ⟨hE, hc, -, -⟩ := shape ht g
  obtain ⟨hexc, hK, -⟩ := excitation ht g
  have hKpos : 0 < 32 * t ^ 2 / rad U t := by positivity
  constructor
  · rintro ⟨x, y, hx, hy, hχ⟩
    rw [ham_mulVec, dens_mulVec] at hx hy
    rw [dens_mulVec, dot3, dot3] at hχ
    rw [dens_mulVec, dot3] at hK
    simp only [Matrix.cons_val] at hχ hK
    rw [hc] at hχ hK
    have x0 : U * x 0 - hop t * x 1 + 2 * ψ 0 = (E + ω) * x 0 := congrFun hx 0
    have x2 : U * x 2 - hop t * x 1 + -2 * ψ 2 = (E + ω) * x 2 := congrFun hx 2
    have y0 : U * y 0 - hop t * y 1 + 2 * ψ 0 = (E - ω) * y 0 := congrFun hy 0
    have y2 : U * y 2 - hop t * y 1 + -2 * ψ 2 = (E - ω) * y 2 := congrFun hy 2
    rw [hE] at x0 x2 y0 y2
    rw [hc] at x2 y2
    -- project both first-order equations on the excited state
    have hp : (exc U t - ω) * (x 0 - x 2) = -4 * ψ 0 := by linear_combination x0 - x2
    have hq : (exc U t + ω) * (y 0 - y 2) = -4 * ψ 0 := by linear_combination y0 - y2
    have key : χ * (ω ^ 2 - exc U t ^ 2) = 32 * t ^ 2 / rad U t := by
      rw [hχ]
      linear_combination hK - 2 * ψ 0 * (exc U t + ω) * hp - 2 * ψ 0 * (exc U t - ω) * hq
    have hne : ω ^ 2 ≠ exc U t ^ 2 := by
      intro h
      rw [h, sub_self, mul_zero] at key
      linarith
    exact ⟨hne, (eq_div_iff (sub_ne_zero.2 hne)).2 key⟩
  · rintro ⟨hne, hχ⟩
    have hm : exc U t - ω ≠ 0 := fun h => hne (by linear_combination -(exc U t + ω) * h)
    have hp : exc U t + ω ≠ 0 := fun h => hne (by linear_combination -(exc U t - ω) * h)
    obtain ⟨α, hα⟩ : ∃ α : ℝ, α * (exc U t - ω) = -1 := ⟨_, div_mul_cancel₀ _ hm⟩
    obtain ⟨β, hβ⟩ : ∃ β : ℝ, β * (exc U t + ω) = -1 := ⟨_, div_mul_cancel₀ _ hp⟩
    -- both first-order changes are multiples of the excited state
    refine ⟨α • (dens *ᵥ ψ), β • (dens *ᵥ ψ), ?_, ?_, ?_⟩
    · rw [Matrix.mulVec_smul, hexc]
      ext i
      simp only [Pi.add_apply, Pi.smul_apply, smul_eq_mul]
      linear_combination (dens *ᵥ ψ) i * hα
    · rw [Matrix.mulVec_smul, hexc]
      ext i
      simp only [Pi.add_apply, Pi.smul_apply, smul_eq_mul]
      linear_combination (dens *ᵥ ψ) i * hβ
    · rw [hχ, dotProduct_smul, dotProduct_smul, smul_eq_mul, smul_eq_mul,
        div_eq_iff (sub_ne_zero.2 hne)]
      generalize (dens *ᵥ ψ) ⬝ᵥ (dens *ᵥ ψ) = d at hK ⊢
      linear_combination -hK + d * (exc U t + ω) * hα + d * (exc U t - ω) * hβ
```

## The kernel and its frequency dependence

At U = 0, R = 4t and Ω = 2t, so

1/χ_s = (ω² − 4t²)/(8t)
1/χ = R(ω² − Ω²)/(32t²).

Their difference is

f = (4t − R)/(32t²) · ω² + (RΩ² − 16t³)/(32t²).

The theorem states that f is a kernel value exactly when this formula holds and ω² is neither Ω² nor 4t². The forward direction applies `response_iff` to both systems; the converse supplies the explicit ground states.

For t = 1 and U = 3, R = 5 and Ω = 4, so χ = 6.4/(ω² − 16), χ_s = 8/(ω² − 4) and f = 2 − ω²/32. At ω = 0, 1/χ_s = −0.5 and 1/χ = −2.5, so 1/χ_s − 1/χ is indeed 2.

```lean
/-- Away from the resonances of the interacting and the noninteracting dimer, the exact kernel is an
affine function of `ω²` with slope `(4t - R) / (32 t²)`. -/
theorem kernel_iff {U t ω f : ℝ} (ht : 0 < t) :
    IsKernel U t ω f ↔ ω ^ 2 ≠ exc U t ^ 2 ∧ ω ^ 2 ≠ (2 * t) ^ 2 ∧
      f = (4 * t - rad U t) / (32 * t ^ 2) * ω ^ 2
        + (rad U t * exc U t ^ 2 - 16 * t ^ 3) / (32 * t ^ 2) := by
  have hR := (facts U ht).1
  have h0 : exc 0 t = 2 * t := by rw [exc, rad_zero ht]; ring
  have alg : 1 / (32 * t ^ 2 / rad 0 t / (ω ^ 2 - exc 0 t ^ 2))
      - 1 / (32 * t ^ 2 / rad U t / (ω ^ 2 - exc U t ^ 2))
      = (4 * t - rad U t) / (32 * t ^ 2) * ω ^ 2
        + (rad U t * exc U t ^ 2 - 16 * t ^ 3) / (32 * t ^ 2) := by
    have e : 32 * t ^ 2 / (4 * t) = 8 * t := by
      rw [div_eq_iff (by positivity)]; ring
    have e1 : (ω ^ 2 - (2 * t) ^ 2) / (8 * t)
        = (4 * t * (ω ^ 2 - (2 * t) ^ 2)) / (32 * t ^ 2) := by
      rw [div_eq_div_iff (by positivity) (by positivity)]; ring
    rw [one_div_div, one_div_div, h0, rad_zero ht, e, e1, div_div_eq_mul_div]
    ring
  constructor
  · rintro ⟨E, E', ψ, φ, χ, χs, g, g', r, r', hf⟩
    obtain ⟨n, hχ⟩ := (response_iff ht g).1 r
    obtain ⟨n', hχs⟩ := (response_iff ht g').1 r'
    exact ⟨n, h0 ▸ n', by rw [hf, hχ, hχs, alg]⟩
  · rintro ⟨n, n', hf⟩
    have g := ground_witness U ht
    have g' := ground_witness 0 ht
    exact ⟨_, _, _, _, _, _, g, g', (response_iff ht g).2 ⟨n, rfl⟩,
      (response_iff ht g').2 ⟨by rw [h0]; exact n', rfl⟩, by rw [hf, alg]⟩
```

If f agrees at two allowed frequencies with different squares, the slope must vanish. Then R = 4t, and R² = U² + 16t² forces U = 0. Conversely, at U = 0 the slope is zero and the values agree. A frequency-independent kernel is therefore never exact across such a pair of frequencies in the interacting dimer. This concerns linear response in a two-site model, not the size of adiabatic errors in real molecules.

```lean
/-- The exact kernel takes the same value at two frequencies with different squares if and
only if the interaction `U` vanishes. -/
theorem kernel_static_iff {U t ω ω' f f' : ℝ} (ht : 0 < t) (hω : ω ^ 2 ≠ ω' ^ 2)
    (h : IsKernel U t ω f) (h' : IsKernel U t ω' f') : f = f' ↔ U = 0 := by
  obtain ⟨-, -, hf⟩ := (kernel_iff ht).1 h
  obtain ⟨-, -, hf'⟩ := (kernel_iff ht).1 h'
  constructor
  · intro e
    have hz : (4 * t - rad U t) / (32 * t ^ 2) * (ω ^ 2 - ω' ^ 2) = 0 := by
      linear_combination e - hf + hf'
    have hs := (mul_eq_zero.1 hz).resolve_right (sub_ne_zero.2 hω)
    have hr : 4 * t - rad U t = 0 := (div_eq_zero_iff.1 hs).resolve_right (by positivity)
    have h2 : rad U t ^ 2 = U ^ 2 + 16 * t ^ 2 := Real.sq_sqrt (by positivity)
    have hU : U ^ 2 = 0 := by linear_combination -h2 - (4 * t + rad U t) * hr
    exact pow_eq_zero_iff (two_ne_zero) |>.1 hU
  · intro hU
    rw [hf, hf', hU, rad_zero ht]
    ring

end

end HubbardDimerKernel
```

```lean
#print axioms HubbardDimerKernel.ground_balanced
#print axioms HubbardDimerKernel.kernel_iff
#print axioms HubbardDimerKernel.kernel_static_iff
```

```
'HubbardDimerKernel.ground_balanced' depends on axioms: [propext, Classical.choice, Quot.sound]
'HubbardDimerKernel.kernel_iff' depends on axioms: [propext, Classical.choice, Quot.sound]
'HubbardDimerKernel.kernel_static_iff' depends on axioms: [propext, Classical.choice, Quot.sound]
```
